# At most $M^{3/2}$ distinct products $A_{ik}B_{kj}$ from $M$ entries each of $A$, $B$ and $C$

An electronic-structure program builds a density matrix from orbital coefficients, or changes the basis of an operator, by multiplying dense matrices. The processor can multiply much faster than main memory can deliver numbers, so the speed depends on how much work each delivered number supports. Suppose that a stretch of the calculation touches at most $M$ entries of each of $A$, $B$ and $C=AB$. How many of the scalar multiplications $A_{ik}B_{kj}$ can it contain?

The answer is at most $M^{3/2}$, for the ordinary algorithm that forms these products one by one. It rests on two hypotheses, one about what a multiplication is and one about what is capped. Two more, about block shape and about complete schedules, lead to the optimal tile and to a bound for a whole matrix product.

## Each multiplication is a distinct triple $(i,j,k)$

The triple $(i,j,k)$ stands for the multiplication $A_{ik}B_{kj}$, which reads two entries and contributes to $C_{ij}$. A stretch of work is a finite set $S$ of such triples. Write $S_A$, $S_B$ and $S_C$ for the sets of index pairs $(i,k)$, $(k,j)$ and $(i,j)$ that occur in $S$: these are the matrix entries touched. In Lean, $S$ is a `Finset (I × J × K)` over arbitrary index types, and the touched entries are its images under the three coordinate maps. No numerical values appear, only indices.

```lean
import Mathlib

open Finset

namespace MatrixProductMemory

variable {I J K : Type*} [DecidableEq I] [DecidableEq J] [DecidableEq K]

/-- The entries `A i k` used by the multiplications `A i k * B k j`, `(i, j, k) ∈ S`. -/
def entriesA (S : Finset (I × J × K)) : Finset (I × K) :=
  S.image fun t => (t.1, t.2.2)

/-- The entries `B k j` used by the multiplications in `S`. -/
def entriesB (S : Finset (I × J × K)) : Finset (K × J) :=
  S.image fun t => (t.2.2, t.2.1)

/-- The entries `C i j` of the product to which the multiplications in `S` contribute. -/
def entriesC (S : Finset (I × J × K)) : Finset (I × J) :=
  S.image fun t => (t.1, t.2.1)
```

The memory cap is a separate predicate, which comes into use once the inequality for $S$ itself is available.

```lean
/-- The multiplications in `S` touch at most `M` entries of each of the three matrices. -/
def FitsIn (S : Finset (I × J × K)) (M : ℕ) : Prop :=
  (entriesA S).card ≤ M ∧ (entriesB S).card ≤ M ∧ (entriesC S).card ≤ M
```

That inequality is
$$|S|^2\le |S_A|\,|S_B|\,|S_C| .$$
To derive it, let $r_{ij}$ be the number of $k$ with $(i,j,k)\in S$. Sorting the multiplications by output entry and applying the Cauchy–Schwarz inequality gives
$$|S|^2=\Big(\sum_{(i,j)\in S_C} r_{ij}\cdot 1\Big)^2\le |S_C|\sum_{(i,j)\in S_C} r_{ij}^2 .$$
The last sum counts the set $Q$ of ordered pairs of multiplications in $S$ that feed the same output entry, since there are $r_{ij}^2$ such pairs for each $(i,j)$. A member of $Q$ has the form $\big((i,j,k),(i,j,k')\big)$. Send it to the $A$ entry of its first member and the $B$ entry of its second, $\big((i,k),(k',j)\big)\in S_A\times S_B$. The image shows all of $i$, $j$, $k$ and $k'$, so different pairs have different images and $|Q|\le|S_A|\,|S_B|$. Combining the two estimates gives the inequality.

The set $Q$ is `sharedPairs S`. Its filter condition says that the first two coordinates of both triples agree.

```lean
/-- Ordered pairs of multiplications in `S` that contribute to the same entry of `C`. -/
def sharedPairs (S : Finset (I × J × K)) : Finset ((I × J × K) × (I × J × K)) :=
  (S ×ˢ S).filter fun p => p.1.1 = p.2.1 ∧ p.1.2.1 = p.2.2.1
```

The next theorem is the bound on $|Q|$. The lemma `Finset.card_le_card_of_injOn` asks for a map that lands in the target and is injective, and the two bullets supply these facts. In the second, the shared-output conditions and the equality of images together identify all the coordinates.

```lean
/-- The number of pairs of multiplications feeding a common output entry is at most the
number of `A` entries times the number of `B` entries in use. -/
theorem card_sharedPairs_le (S : Finset (I × J × K)) :
    (sharedPairs S).card ≤ (entriesA S).card * (entriesB S).card := by
  rw [← Finset.card_product]
  -- keep the `A` entry of the first member and the `B` entry of the second
  apply Finset.card_le_card_of_injOn
    (fun p => ((p.1.1, p.1.2.2), (p.2.2.2, p.2.2.1)))
  · intro p hp
    have hp' := Finset.mem_product.1 (Finset.mem_filter.1 (Finset.mem_coe.1 hp)).1
    exact Finset.mem_coe.2 (Finset.mem_product.2
      ⟨Finset.mem_image.2 ⟨p.1, hp'.1, rfl⟩, Finset.mem_image.2 ⟨p.2, hp'.2, rfl⟩⟩)
  · rintro ⟨⟨i, j, k⟩, ⟨i', j', k'⟩⟩ hp ⟨⟨a, b, c⟩, ⟨a', b', c'⟩⟩ hq h
    obtain ⟨h1, h2⟩ := (Finset.mem_filter.1 (Finset.mem_coe.1 hp)).2
    obtain ⟨h3, h4⟩ := (Finset.mem_filter.1 (Finset.mem_coe.1 hq)).2
    simp only [Prod.mk.injEq] at h h1 h2 h3 h4 ⊢
    obtain ⟨⟨e1, e2⟩, e3, e4⟩ := h
    subst h1 h2 h3 h4 e1 e2 e3 e4
    simp
```

The Cauchy–Schwarz half follows. Here `h1` sorts $S$ by output entry, `h2` does the same for the pairs, and `h3` says that the pairs above one output entry number $r_{ij}^2$. The closing lemma `sq_sum_le_card_mul_sum_sq` is Cauchy–Schwarz against the constant 1.

```lean
omit [DecidableEq K] in
/-- The squared number of multiplications is at most the number of output entries times the
number of pairs of multiplications feeding a common output entry. -/
theorem card_sq_le_sharedPairs (S : Finset (I × J × K)) :
    S.card ^ 2 ≤ (entriesC S).card * (sharedPairs S).card := by
  -- count the multiplications output entry by output entry
  have h1 : S.card = ∑ c ∈ entriesC S, (S.filter fun t => (t.1, t.2.1) = c).card :=
    Finset.card_eq_sum_card_fiberwise fun t ht =>
      Finset.mem_coe.2 (Finset.mem_image.2 ⟨t, Finset.mem_coe.1 ht, rfl⟩)
  have h2 : (sharedPairs S).card = ∑ c ∈ entriesC S,
      ((sharedPairs S).filter fun p => (p.1.1, p.1.2.1) = c).card :=
    Finset.card_eq_sum_card_fiberwise fun p hp =>
      Finset.mem_coe.2 (Finset.mem_image.2 ⟨p.1, (Finset.mem_product.1
        (Finset.mem_filter.1 (Finset.mem_coe.1 hp)).1).1, rfl⟩)
  -- the pairs above one output entry form a full square
  have h3 : ∀ c : I × J, ((sharedPairs S).filter fun p => (p.1.1, p.1.2.1) = c).card
      = (S.filter fun t => (t.1, t.2.1) = c).card ^ 2 := by
    rintro ⟨a, b⟩
    rw [sq, ← Finset.card_product]
    congr 1
    ext ⟨⟨i, j, k⟩, ⟨i', j', k'⟩⟩
    simp only [sharedPairs, Finset.mem_filter, Finset.mem_product, Prod.mk.injEq]
    constructor
    · rintro ⟨⟨⟨s1, s2⟩, rfl, rfl⟩, rfl, rfl⟩
      exact ⟨⟨s1, rfl, rfl⟩, s2, rfl, rfl⟩
    · rintro ⟨⟨s1, rfl, rfl⟩, s2, rfl, rfl⟩
      exact ⟨⟨⟨s1, s2⟩, rfl, rfl⟩, rfl, rfl⟩
  rw [h2, Finset.sum_congr rfl fun c _ => h3 c, h1]
  exact sq_sum_le_card_mul_sum_sq
```

Chaining the two bounds gives the projection inequality. It is the counting form of the Loomis–Whitney inequality in three dimensions; volumes of bodies and higher dimensions are not treated.

```lean
/-- Discrete Loomis-Whitney inequality: the squared number of multiplications is at most the
product of the numbers of entries of `A`, `B` and `C` that they touch. -/
theorem loomis_whitney (S : Finset (I × J × K)) :
    S.card ^ 2 ≤ (entriesA S).card * (entriesB S).card * (entriesC S).card :=
  calc S.card ^ 2 ≤ (entriesC S).card * (sharedPairs S).card := card_sq_le_sharedPairs S
    _ ≤ (entriesC S).card * ((entriesA S).card * (entriesB S).card) :=
        Nat.mul_le_mul le_rfl (card_sharedPairs_le S)
    _ = _ := by ring
```

The triples must be distinct because repeating one multiplication $N$ times touches only three entries, whatever $N$ is. A `Finset` counts it once. The triple form matters too: fast algorithms of Strassen type multiply sums of entries, and their multiplications are not described by such triples.

## The cap of $M$ covers $A$, $B$ and $C$ alike

`FitsIn S M` says that $|S_A|$, $|S_B|$ and $|S_C|$ are each at most $M$. Physically, $M$ is the room available for each matrix when the entries are brought in once and kept until the stretch of work ends. The cap applies to everything touched during the stretch, and not just to what is resident at one instant.

By hand, the cap enters in one line: $|S|^2\le M\cdot M\cdot M$, and taking the nonnegative square root gives $|S|\le M^{3/2}$. In the proof, `h1` is this line in natural numbers, `h3` computes the square of the real power, and `nlinarith` compares the two nonnegative numbers through their squares.

```lean
/-- A finite set of distinct multiplications that touches at most `M` entries of each of the three
matrices in total has at most `M ^ (3/2)` members. -/
theorem card_le_memory_rpow (S : Finset (I × J × K)) (M : ℕ) (h : FitsIn S M) :
    (S.card : ℝ) ≤ (M : ℝ) ^ (3 / 2 : ℝ) := by
  obtain ⟨hA, hB, hC⟩ := h
  have h1 : S.card ^ 2 ≤ M * M * M :=
    (loomis_whitney S).trans (Nat.mul_le_mul (Nat.mul_le_mul hA hB) hC)
  have h2 : (S.card : ℝ) ^ 2 ≤ (M : ℝ) * M * M := by exact_mod_cast h1
  have h0 : (0 : ℝ) ≤ (M : ℝ) ^ (3 / 2 : ℝ) := by positivity
  have h3 : ((M : ℝ) ^ (3 / 2 : ℝ)) ^ 2 = (M : ℝ) * M * M := by
    rw [← Real.rpow_natCast, ← Real.rpow_mul (Nat.cast_nonneg M),
      show (3 / 2 : ℝ) * ((2 : ℕ) : ℝ) = ((3 : ℕ) : ℝ) by norm_num, Real.rpow_natCast]
    ring
  exact le_of_not_gt fun hlt => by nlinarith
```

Suppose that the cap on $C$ is removed. Fix one value of $k$ and take $M$ rows $i$ and $M$ columns $j$. This outer product touches $M$ entries of $A$ and $M$ of $B$, yet performs $M^2$ multiplications, more than $M^{3/2}$ as soon as $M\ge2$. Fixing $j$ or $i$ instead shows the same for the caps on $A$ and $B$. If entries may be exchanged during the stretch, a limit on instantaneous residency gives no bound on the work either: with room for one entry of each matrix, a program can still finish any product by reloading.

## Rectangular blocks give equality in the projection inequality

Now suppose that $S=X\times Y\times Z$, with rows $i\in X$, columns $j\in Y$ and summation indices $k\in Z$. This is the multiplication of one block of $A$ by one block of $B$. It touches at most $|X||Z|$ entries of $A$, $|Z||Y|$ of $B$ and $|X||Y|$ of $C$. The words "at most" allow for empty blocks: if $Y$ is empty, no entry of $A$ is touched.

```lean
/-- The block of multiplications `X × Y × Z` touches at most `|X| |Z|` entries of `A`, `|Z| |Y|`
entries of `B` and `|X| |Y|` entries of `C`. -/
theorem block_entries_le (X : Finset I) (Y : Finset J) (Z : Finset K) :
    (entriesA (X ×ˢ Y ×ˢ Z)).card ≤ X.card * Z.card ∧
    (entriesB (X ×ˢ Y ×ˢ Z)).card ≤ Z.card * Y.card ∧
    (entriesC (X ×ˢ Y ×ˢ Z)).card ≤ X.card * Y.card := by
  simp only [← Finset.card_product]
  refine ⟨Finset.card_le_card ?_, Finset.card_le_card ?_, Finset.card_le_card ?_⟩ <;>
  · intro p hp
    obtain ⟨t, ht, rfl⟩ := Finset.mem_image.1 hp
    simp only [Finset.mem_product] at ht ⊢
    tauto
```

The product of these three bounds is $(|X||Y||Z|)^2=|S|^2$. Hence $|S_A||S_B||S_C|\le|S|^2$, and the projection inequality supplies the opposite direction. The proof has the same two halves, joined by `le_antisymm`.

```lean
/-- Rectangular blocks of multiplications give equality in the Loomis-Whitney inequality. -/
theorem loomis_whitney_block (X : Finset I) (Y : Finset J) (Z : Finset K) :
    (X ×ˢ Y ×ˢ Z).card ^ 2 = (entriesA (X ×ˢ Y ×ˢ Z)).card *
      (entriesB (X ×ˢ Y ×ˢ Z)).card * (entriesC (X ×ˢ Y ×ˢ Z)).card := by
  obtain ⟨hA, hB, hC⟩ := block_entries_le X Y Z
  refine le_antisymm (loomis_whitney _)
    ((Nat.mul_le_mul (Nat.mul_le_mul hA hB) hC).trans (le_of_eq ?_))
  simp only [Finset.card_product]
  ring
```

Without the block shape, equality can fail. The set $\{(0,0,0),(1,1,1)\}$ has $|S|^2=4$, while each projection has two elements and their product is 8.

A block with three equal sides $b$ touches at most $b^2$ entries of each matrix and performs $b^3=(b^2)^{3/2}$ multiplications. The bound is therefore attained whenever $M=b^2$, and the exponent $3/2$ cannot be lowered. The theorem states the three facts separately: the fit, the count and the equality of real numbers.

```lean
/-- A cubic tile of side `b` touches at most `b ^ 2` entries of each matrix and performs
`b ^ 3` multiplications, which equals `M ^ (3/2)` for `M = b ^ 2`. -/
theorem cubic_tile_optimal (b : ℕ) :
    FitsIn (univ ×ˢ univ ×ˢ univ : Finset (Fin b × Fin b × Fin b)) (b ^ 2) ∧
    (univ ×ˢ univ ×ˢ univ : Finset (Fin b × Fin b × Fin b)).card = b ^ 3 ∧
    ((b ^ 3 : ℕ) : ℝ) = ((b ^ 2 : ℕ) : ℝ) ^ (3 / 2 : ℝ) := by
  refine ⟨?_, ?_, ?_⟩
  · have h := block_entries_le (univ : Finset (Fin b)) (univ : Finset (Fin b))
      (univ : Finset (Fin b))
    simp only [Finset.card_univ, Fintype.card_fin, ← sq] at h
    exact h
  · simp only [Finset.card_product, Finset.card_univ, Fintype.card_fin]
    ring
  · push_cast
    rw [← Real.rpow_natCast (b : ℝ) 2, ← Real.rpow_mul (Nat.cast_nonneg b),
      show ((2 : ℕ) : ℝ) * (3 / 2 : ℝ) = ((3 : ℕ) : ℝ) by norm_num, Real.rpow_natCast]
```

## Every multiplication is assigned to a phase

For a whole product of an $m\times l$ matrix with an $l\times n$ matrix, the function `phase` assigns each of the $mnl$ triples to one of $P$ phases. A phase can be a period of time on one processor or the entire share of one processor in a parallel run. Each phase must satisfy the cap with the same $M$.

If $S_p$ is the set of multiplications in phase $p$, then
$$mnl=\sum_{p=1}^{P}|S_p|\le\sum_{p=1}^{P}M^{3/2}=P\,M^{3/2}.$$
The equality uses the fact that each triple lies in exactly one phase, and the inequality uses the cap phase by phase. In Lean, the phases are labelled by `Fin P`, which starts at zero. The count by phases is `h1`, `h2` evaluates the total, and the `calc` block applies `card_le_memory_rpow` inside the sum.

```lean
/-- If all multiplications of an `m × l` by `l × n` matrix product are distributed over `P`
phases or processors, each touching at most `M` entries of each matrix, then
`m n l ≤ P M ^ (3/2)`. -/
theorem schedule_bound (m n l P M : ℕ) (phase : Fin m × Fin n × Fin l → Fin P)
    (h : ∀ p, FitsIn (univ.filter fun t => phase t = p) M) :
    (m : ℝ) * n * l ≤ P * (M : ℝ) ^ (3 / 2 : ℝ) := by
  have h1 : (univ : Finset (Fin m × Fin n × Fin l)).card
      = ∑ p : Fin P, (univ.filter fun t => phase t = p).card :=
    Finset.card_eq_sum_card_fiberwise fun t _ => Finset.mem_coe.2 (Finset.mem_univ (phase t))
  have h2 : m * (n * l) = ∑ p : Fin P, (univ.filter fun t => phase t = p).card := by
    rw [← h1]
    simp only [Finset.card_univ, Fintype.card_prod, Fintype.card_fin]
  -- apply the memory bound to every phase and add up
  calc (m : ℝ) * n * l = ((m * (n * l) : ℕ) : ℝ) := by push_cast; ring
    _ = ∑ p : Fin P, ((univ.filter fun t => phase t = p).card : ℝ) := by
        rw [h2, Nat.cast_sum]
    _ ≤ ∑ _p : Fin P, (M : ℝ) ^ (3 / 2 : ℝ) :=
        Finset.sum_le_sum fun p _ => card_le_memory_rpow _ M (h p)
    _ = P * (M : ℝ) ^ (3 / 2 : ℝ) := by
        rw [Finset.sum_const, Finset.card_univ, Fintype.card_fin, nsmul_eq_mul]

end MatrixProductMemory
```

```lean
#print axioms MatrixProductMemory.loomis_whitney_block
#print axioms MatrixProductMemory.cubic_tile_optimal
#print axioms MatrixProductMemory.schedule_bound
```

```
'MatrixProductMemory.loomis_whitney_block' depends on axioms: [propext, Classical.choice, Quot.sound]
'MatrixProductMemory.cubic_tile_optimal' depends on axioms: [propext, Classical.choice, Quot.sound]
'MatrixProductMemory.schedule_bound' depends on axioms: [propext, Classical.choice, Quot.sound]
```

If some multiplications are skipped, as when negligible blocks are screened out in a large molecule, $mnl$ must be replaced by the number actually performed. The bound constrains phases and memory only. It contains no bandwidth, latency, load balance or rounding error, so it does not predict a running time.

## The tile loops of a matrix-multiplication routine

In code, the cubic tile appears as three outer loops over blocks of $i$, $j$ and $k$, around a small kernel that multiplies one block of $A$ by one block of $B$ and adds the result to a block of $C$. The block side is chosen so that the three blocks fit in a given level of cache together.

With $b=64$, each block has $4096$ entries, and the three occupy 96 KiB in double precision. One kernel call performs $64^3=262\,144$ multiplications, about 21 for each entry touched. Multiplying two matrices of dimension 1024 takes $16^3=4096$ such calls. The schedule bound with $M=4096$ gives $P\ge 1024^3/4096^{3/2}=4096$, so no other division into phases with this cap needs fewer.

Production kernels often use rectangular blocks, because registers and the several cache levels impose limits of their own. Such blocks still give equality in the projection inequality, but when their three faces differ in size, the cap $M$ is set by the largest face and the count falls below $M^{3/2}$.
